# In a normalised N-fermion state, every unit orbital has occupation between 0 and 1

After a configuration-interaction calculation, one often forms the one-particle density matrix $\gamma$ in a basis of orthonormal spin-orbitals, diagonalises it, and sorts the eigenvectors by eigenvalue. The eigenvectors are the natural orbitals and the eigenvalues their occupation numbers. Orbitals with a value near 1 are treated as filled, those near 0 as empty, and those in between are candidates for an active space. This reading relies on the scale ending at 0 and 1.

Take a state $c_1|\varphi_1\varphi_2\rangle + c_2|\varphi_3\varphi_4\rangle$ made of two Slater determinants, with $|c_1|^2=0.9$ and $|c_2|^2=0.1$. The determinants differ in two orbitals, so $\gamma$ is diagonal, with occupations $0.9, 0.9, 0.1, 0.1$. In a general state $\gamma$ is not diagonal, and the question is whether some normalised linear combination of the spin-orbitals could have an occupation above 1. It cannot, for any antisymmetric state in a finite orbital basis, interacting or not.

## Amplitudes, site projectors and the occupation

Let $N$ particles each have $d$ orthonormal orbitals. A state is a function $\psi(x)$ of the configuration $x=(x_0,\dots,x_{N-1})$, where $x_k$ is the orbital of particle $k$. Write $x^{k\to j}$ for $x$ with $x_k$ replaced by $j$, and $\langle\varphi,\psi\rangle=\sum_x\overline{\varphi(x)}\,\psi(x)$. For an orbital $u\in\mathbb C^d$, the operator $uu^{\mathsf H}$ at particle $k$ is

$$(P_k\psi)(x)=u(x_k)\sum_j\overline{u(j)}\,\psi(x^{k\to j}).$$

The number operator is $\hat n=\sum_kP_k$, and the occupation is $n(u)=\sum_k\langle\psi,P_k\psi\rangle$. With $\gamma_{ij}=\sum_k\langle\psi,(|j\rangle\langle i|)_k\psi\rangle$ this equals $u^{\mathsf H}\gamma u$, so a unit eigenvector of $\gamma$ has its eigenvalue as occupation.

```lean
import Mathlib

open Matrix
open scoped ComplexOrder

namespace ColemanOccupationBound

noncomputable section

/-- A state of `N` particles with `d` orbitals each, given by its amplitudes on configurations. -/
abbrev State (N d : ℕ) := (Fin N → Fin d) → ℂ

/-- A state is fermionic if exchanging any two distinct particles reverses its sign. -/
def Fermionic {N d : ℕ} (ψ : State N d) : Prop :=
  ∀ k l : Fin N, k ≠ l → ∀ x, ψ (x ∘ Equiv.swap k l) = -ψ x

/-- The operator `u uᴴ` acting on particle `k` and as the identity on all others. -/
def siteProj {N d : ℕ} (u : Fin d → ℂ) (k : Fin N) (ψ : State N d) : State N d :=
  fun x => u (x k) * ∑ j, star (u j) * ψ (Function.update x k j)

/-- The number operator of the orbital `u`: the sum of `u uᴴ` over all particles. -/
def numberOp {N d : ℕ} (u : Fin d → ℂ) (ψ : State N d) : State N d :=
  ∑ k, siteProj u k ψ

/-- The occupation of the orbital `u` in the state `ψ`: the sum over particles `k` of the
expectation value of `u uᴴ` at `k`. -/
def occupation {N d : ℕ} (u : Fin d → ℂ) (ψ : State N d) : ℂ :=
  ∑ k, star ψ ⬝ᵥ siteProj u k ψ
```

In Lean, `State N d` is the amplitude function, `siteProj u k` is $P_k$, and `Function.update x k j` is $x^{k\to j}$. The product `⬝ᵥ` conjugates nothing, so the inner product is written `star φ ⬝ᵥ ψ`. The matrix $\gamma$ does not occur in the code; the theorems speak of $n(u)$ for every unit $u$, eigenvectors included.

The step from this model to electrons in a molecule is the choice of a finite orthonormal spin-orbital basis. A spatial orbital combines two spin-orbitals, so its total occupation can reach 2.

## What holds for any orbital and any state

Self-adjointness of $P_k$ needs no hypothesis. Written out,

$$\langle\varphi,P_k\psi\rangle=\sum_{x}\sum_j\overline{\varphi(x)}\,u(x_k)\,\overline{u(j)}\,\psi(x^{k\to j}).$$

The map $(x,j)\mapsto(x^{k\to j},x_k)$ is its own inverse. Relabelling the sum with it gives

$$\sum_{x}\sum_j\overline{\varphi(x^{k\to j})}\,u(j)\,\overline{u(x_k)}\,\psi(x)=\langle P_k\varphi,\psi\rangle.$$

```lean
variable {N d : ℕ} {u : Fin d → ℂ} {ψ : State N d}

/-- The operator `u uᴴ` at one particle is self-adjoint. -/
theorem siteProj_selfAdjoint (u : Fin d → ℂ) (k : Fin N) (φ ψ : State N d) :
    star φ ⬝ᵥ siteProj u k ψ = star (siteProj u k φ) ⬝ᵥ ψ := by
  -- exchange the summed index with the coordinate of particle `k`
  let e : (Fin N → Fin d) × Fin d ≃ (Fin N → Fin d) × Fin d :=
    { toFun := fun p => (Function.update p.1 k p.2, p.1 k)
      invFun := fun p => (Function.update p.1 k p.2, p.1 k)
      left_inv := by rintro ⟨x, j⟩; simp
      right_inv := by rintro ⟨x, j⟩; simp }
  have key : ∀ f : (Fin N → Fin d) → Fin d → ℂ,
      ∑ x, ∑ j, f x j = ∑ x, ∑ j, f (Function.update x k j) (x k) := by
    intro f
    rw [← Fintype.sum_prod_type', ← Fintype.sum_prod_type']
    exact (Equiv.sum_comp e (fun p => f p.1 p.2)).symm
  simp only [dotProduct, siteProj, Pi.star_apply, star_mul', star_sum, star_star,
    Finset.mul_sum, Finset.sum_mul]
  rw [key]
  refine Finset.sum_congr rfl fun x _ => Finset.sum_congr rfl fun j _ => ?_
  simp only [Function.update_self, Function.update_idem, Function.update_eq_self]
  ring
```

The proof builds this relabelling as the equivalence `e`, turns it into the summation rule `key`, and applies the rule once. What remains is a reordering of factors, done by `ring`.

## The orbital has unit length

The hypothesis `hu : star u ⬝ᵥ u = 1` says $\sum_j|u(j)|^2=1$: $u$ is a normalised one-particle state, and $uu^{\mathsf H}$ is the yes-or-no question whether a particle is in it. The derivation uses this for idempotence. Applying $P_k$ twice produces the extra factor $\sum_j\overline{u(j)}u(j)=1$, so

$$P_k^2\psi=P_k\psi.$$

```lean
/-- For a unit orbital `u`, the operator `u uᴴ` at one particle is idempotent. -/
theorem siteProj_idem (hu : star u ⬝ᵥ u = 1) (k : Fin N) (ψ : State N d) :
    siteProj u k (siteProj u k ψ) = siteProj u k ψ := by
  have h : ∑ j, star (u j) * u j = 1 := hu
  ext x
  simp only [siteProj, Function.update_self, Function.update_idem]
  congr 1
  simp_rw [← mul_assoc]
  rw [← Finset.sum_mul, h, one_mul]
```

The second update of coordinate $k$ overwrites the first (`Function.update_idem`), and `h` supplies the factor 1.

If $u=cv$ with $v$ a unit vector, then $n(u)=|c|^2n(v)$. The upper bound therefore survives for lengths up to 1, and can fail for longer vectors. Nonnegativity holds at any length.

## Exchange reverses the sign

`Fermionic ψ` says that exchanging the coordinates of any two distinct particles turns $\psi$ into $-\psi$. This is the Pauli principle as a property of the wavefunction. For $N\le1$ there is no pair to exchange and the condition is empty.

The derivation uses it to show that two different particles are never both found in $u$. For $k\ne l$,

$$(P_kP_l\psi)(x)=u(x_k)\,u(x_l)\,S,\qquad S=\sum_{j,i}\overline{u(j)}\,\overline{u(i)}\,\psi(x^{k\to j,\;l\to i}).$$

Antisymmetry gives $\psi(x^{k\to j,\,l\to i})=-\psi(x^{k\to i,\,l\to j})$, while the product $\overline{u(j)}\,\overline{u(i)}$ is unchanged when $i$ and $j$ trade names. Hence $S=-S$, so $S=0$ and $P_kP_l\psi=0$.

```lean
/-- Pauli exclusion: in a fermionic state, two different particles are never both found in the
same orbital `u`. -/
theorem pauli_exclusion (hψ : Fermionic ψ) (u : Fin d → ℂ) {k l : Fin N} (hkl : k ≠ l) :
    siteProj u k (siteProj u l ψ) = 0 := by
  ext x
  have anti : ∀ i j, ψ (Function.update (Function.update x k j) l i)
      = -ψ (Function.update (Function.update x k i) l j) := by
    intro i j
    rw [← hψ k l hkl]
    congr 1
    funext m
    by_cases hk : m = k
    · subst hk
      simp [Function.update_of_ne hkl]
    · by_cases hl : m = l
      · subst hl
        simp [Function.update_of_ne hkl]
      · simp [Equiv.swap_apply_of_ne_of_ne hk hl, Function.update_of_ne hk,
          Function.update_of_ne hl]
  -- the double contraction equals its own negative
  let g : Fin d → Fin d → ℂ := fun j i =>
    star (u j) * (star (u i) * ψ (Function.update (Function.update x k j) l i))
  have e : ∑ j, ∑ i, g j i = -∑ j, ∑ i, g j i := by
    calc ∑ j, ∑ i, g j i = ∑ j, ∑ i, -g i j := by
          refine Finset.sum_congr rfl fun j _ => Finset.sum_congr rfl fun i _ => ?_
          simp only [g]
          rw [anti i j]
          ring
      _ = -∑ j, ∑ i, g i j := by simp only [Finset.sum_neg_distrib]
      _ = -∑ j, ∑ i, g j i := congrArg Neg.neg Finset.sum_comm
  have z : ∑ j, ∑ i, g j i = 0 := by linear_combination e / 2
  calc siteProj u k (siteProj u l ψ) x = u (x k) * u (x l) * ∑ j, ∑ i, g j i := by
        simp only [siteProj, g, Function.update_of_ne hkl.symm, Finset.mul_sum]
        refine Finset.sum_congr rfl fun j _ => Finset.sum_congr rfl fun i _ => ?_
        ring
    _ = 0 := by rw [z, mul_zero]
```

Here `anti` is the sign change of the amplitude, checked coordinate by coordinate; `e` is $S=-S$, and `z` is $S=0$.

Without the minus sign the upper bound fails. The product state $u\otimes\cdots\otimes u$ of $N\ge2$ particles is normalised and unchanged by every exchange, yet has $n(u)=N$, as in a Bose condensate. Indistinguishability alone thus does not limit the occupation to 1.

## The state has norm one

The hypothesis `hn : star ψ ⬝ᵥ ψ = 1` makes $|\psi(x)|^2$ a probability distribution over configurations, so that $n(u)$ is a mean particle number. It enters only after an identity that is valid for any norm. Expand

$$\|\psi-\hat n\psi\|^2=\|\psi\|^2-\langle\psi,\hat n\psi\rangle-\langle\hat n\psi,\psi\rangle+\langle\hat n\psi,\hat n\psi\rangle.$$

The second inner product is $n(u)$ by definition, and the third is $n(u)$ by self-adjointness. The last is

$$\sum_{k,l}\langle P_k\psi,P_l\psi\rangle=\sum_{k,l}\langle\psi,P_kP_l\psi\rangle=\sum_k\langle\psi,P_k\psi\rangle=n(u),$$

where Pauli exclusion removes the terms with $k\ne l$ and idempotence simplifies the rest. Altogether

$$\|\psi-\hat n\psi\|^2=\|\psi\|^2-n(u).$$

```lean
/-- For a fermionic state and a unit orbital, the squared distance between `ψ` and its image under
the number operator is the squared norm of `ψ` minus the occupation. -/
theorem norm_sq_sub_numberOp (hψ : Fermionic ψ) (hu : star u ⬝ᵥ u = 1) :
    star (ψ - numberOp u ψ) ⬝ᵥ (ψ - numberOp u ψ) = star ψ ⬝ᵥ ψ - occupation u ψ := by
  have R : ∀ φ : State N d, φ ⬝ᵥ numberOp u ψ = ∑ k, φ ⬝ᵥ siteProj u k ψ := by
    intro φ
    simp only [numberOp, dotProduct, Finset.sum_apply, Finset.mul_sum]
    exact Finset.sum_comm
  have L : ∀ φ : State N d,
      star (numberOp u ψ) ⬝ᵥ φ = ∑ k, star (siteProj u k ψ) ⬝ᵥ φ := by
    intro φ
    simp only [numberOp, dotProduct, Pi.star_apply, Finset.sum_apply, star_sum, Finset.sum_mul]
    exact Finset.sum_comm
  have h1 : star ψ ⬝ᵥ numberOp u ψ = occupation u ψ := R _
  have h2 : star (numberOp u ψ) ⬝ᵥ ψ = occupation u ψ := by
    rw [L]
    exact Finset.sum_congr rfl fun k _ => (siteProj_selfAdjoint u k ψ ψ).symm
  -- the cross terms vanish by Pauli exclusion
  have h3 : star (numberOp u ψ) ⬝ᵥ numberOp u ψ = occupation u ψ := by
    rw [L]
    refine Finset.sum_congr rfl fun k _ => ?_
    rw [R, Finset.sum_eq_single k]
    · rw [← siteProj_selfAdjoint, siteProj_idem hu]
    · intro l _ hl
      rw [← siteProj_selfAdjoint, pauli_exclusion hψ u hl.symm, dotProduct_zero]
    · intro hk
      exact absurd (Finset.mem_univ k) hk
  rw [star_sub, sub_dotProduct, dotProduct_sub, dotProduct_sub, h1, h2, h3]
  ring
```

The auxiliary facts `R` and `L` distribute the inner product over the sum in $\hat n$. Then `h1`, `h2` and `h3` evaluate the three terms, with `Finset.sum_eq_single k` keeping the diagonal one.

With $\|\psi\|^2=1$, the left side being nonnegative gives $n(u)\le1$. For the lower bound,

$$n(u)=\sum_k\langle\psi,P_k^2\psi\rangle=\sum_k\|P_k\psi\|^2\ge0.$$

```lean
/-- Coleman's bound: in a normalised fermionic state, the occupation of any unit orbital is real
and lies between 0 and 1. -/
theorem coleman_bound (hψ : Fermionic ψ) (hn : star ψ ⬝ᵥ ψ = 1) (hu : star u ⬝ᵥ u = 1) :
    0 ≤ occupation u ψ ∧ occupation u ψ ≤ 1 := by
  constructor
  · refine Finset.sum_nonneg fun k _ => ?_
    have h : star ψ ⬝ᵥ siteProj u k ψ = star (siteProj u k ψ) ⬝ᵥ siteProj u k ψ := by
      rw [← siteProj_selfAdjoint, siteProj_idem hu]
    rw [h]
    exact dotProduct_star_self_nonneg _
  · have h := dotProduct_star_self_nonneg (ψ - numberOp u ψ)
    rw [norm_sq_sub_numberOp hψ hu, hn] at h
    exact sub_nonneg.mp h
```

In words: if $\psi$ is antisymmetric and normalised and $u$ is a unit orbital, then $0\le n(u)\le1$. Since `occupation` is a complex number, the order is that of `ComplexOrder`, in which $a\le b$ requires equal imaginary parts; the statement therefore includes that $n(u)$ is real. Both halves of the proof use `dotProduct_star_self_nonneg`, first on each $P_k\psi$ and then on $\psi-\hat n\psi$.

Without normalisation the same identity gives $n(u)\le\|\psi\|^2$, so a norm of at most 1 is enough for the upper bound.

The theorem constrains every $\gamma$ that comes from such a state. Whether a given Hermitian matrix with trace $N$ and eigenvalues in $[0,1]$ comes from an ensemble of $N$-fermion states is the converse question in Coleman's work, and it needs a separate construction.

## Occupation exactly one

Under the same three hypotheses, the identity reads $\|\psi-\hat n\psi\|^2=1-n(u)$. If $n(u)=1$, the vector $\psi-\hat n\psi$ has zero norm and $\hat n\psi=\psi$. Conversely, $\hat n\psi=\psi$ makes the left side zero, so $n(u)=1$.

```lean
/-- In a normalised fermionic state, a unit orbital has occupation 1 exactly when its number
operator leaves the state unchanged. -/
theorem occupation_eq_one_iff (hψ : Fermionic ψ) (hn : star ψ ⬝ᵥ ψ = 1)
    (hu : star u ⬝ᵥ u = 1) : occupation u ψ = 1 ↔ numberOp u ψ = ψ := by
  have h := norm_sq_sub_numberOp hψ hu
  rw [hn] at h
  constructor
  · intro h1
    rw [h1, sub_self] at h
    exact (sub_eq_zero.mp (dotProduct_star_self_eq_zero.mp h)).symm
  · intro h1
    rw [h1, sub_self, dotProduct_zero] at h
    exact (sub_eq_zero.mp h.symm).symm
```

The first direction uses `dotProduct_star_self_eq_zero`, that only the zero vector has zero norm. In a configuration-interaction calculation this is the situation of a frozen core spin-orbital: it is present in every determinant of the expansion, and its occupation is exactly 1. A doubly occupied spatial core orbital contains two of them and has total occupation 2.

## Two fermions filling two orbitals

The value 1 is attained. For $N=d=2$ take $\psi=(|01\rangle-|10\rangle)/\sqrt2$, whose amplitudes are $\psi(0,1)=1/\sqrt2$, $\psi(1,0)=-1/\sqrt2$, and zero otherwise. It is antisymmetric, and its norm squared is $\tfrac12+\tfrac12=1$. For a unit $u$,

$$(\hat n\psi)(0,1)=\frac{|u(0)|^2+|u(1)|^2}{\sqrt2}=\psi(0,1),$$

and likewise at $(1,0)$ with the opposite sign. At $(0,0)$ the two contributions are $u(0)\overline{u(1)}\,\psi(1,0)$ and $u(0)\overline{u(1)}\,\psi(0,1)$, which cancel; $(1,1)$ is the same with the labels exchanged. So $\hat n\psi=\psi$, and $n(u)=1$ for every unit $u$.

```lean
/-- The two-particle state `(|01⟩ - |10⟩)/√2`. -/
def singlet : State 2 2 :=
  fun x => ((√2 : ℝ) : ℂ)⁻¹ * (((x 1).val : ℂ) - ((x 0).val : ℂ))
```

The name `singlet` fits when 0 and 1 are the two spin directions. For general spin-orbitals the state is a single Slater determinant with both orbitals filled.

```lean
/-- The bound is sharp: the state `(|01⟩ - |10⟩)/√2` is fermionic and normalised, and every unit
orbital has occupation 1 in it. -/
theorem singlet_saturates : Fermionic singlet ∧ star singlet ⬝ᵥ singlet = 1 ∧
    ∀ u : Fin 2 → ℂ, star u ⬝ᵥ u = 1 → occupation u singlet = 1 := by
  have two : ∀ a : Fin 2, a = 0 ∨ a = 1 := by decide
  have hf : Fermionic singlet := by
    intro k l hkl x
    rcases two k with rfl | rfl <;> rcases two l with rfl | rfl
    · exact absurd rfl hkl
    · simp only [singlet, Function.comp_apply, Equiv.swap_apply_left, Equiv.swap_apply_right]
      ring
    · simp only [singlet, Function.comp_apply, Equiv.swap_apply_left, Equiv.swap_apply_right]
      ring
    · exact absurd rfl hkl
  have hn : star singlet ⬝ᵥ singlet = 1 := by
    have hs : ((√2 : ℝ) : ℂ) * ((√2 : ℝ) : ℂ) = 2 := by
      rw [← Complex.ofReal_mul, Real.mul_self_sqrt (by norm_num)]
      norm_num
    rw [dotProduct, ← (finTwoArrowEquiv (Fin 2)).symm.sum_comp]
    simp [Fintype.sum_prod_type, Fin.sum_univ_two, singlet, finTwoArrowEquiv]
    rw [← mul_inv, hs]
    norm_num
  refine ⟨hf, hn, fun u hu => (occupation_eq_one_iff hf hn hu).2 ?_⟩
  have hu' : star (u 0) * u 0 + star (u 1) * u 1 = 1 := by
    rw [← hu, dotProduct, Fin.sum_univ_two]
    rfl
  have h01 : (0 : Fin 2) ≠ 1 := by decide
  ext x
  -- check the four configurations
  rcases two (x 0) with h0 | h0 <;> rcases two (x 1) with h1 | h1 <;>
    simp only [numberOp, Finset.sum_apply, siteProj, singlet, Fin.sum_univ_two,
      Function.update_self, Function.update_of_ne h01, Function.update_of_ne h01.symm, h0, h1,
      Fin.val_zero, Fin.val_one, Nat.cast_zero, Nat.cast_one]
  · ring
  · linear_combination ((√2 : ℝ) : ℂ)⁻¹ * hu'
  · linear_combination -((√2 : ℝ) : ℂ)⁻¹ * hu'
  · ring

end

end ColemanOccupationBound
```

The proof obtains the occupation from `occupation_eq_one_iff` by checking $\hat n\psi=\psi$ on the four configurations. The two mixed ones use the unit length of $u$, as `hu'`, and the other two close by `ring`.

```lean
#print axioms ColemanOccupationBound.coleman_bound
#print axioms ColemanOccupationBound.occupation_eq_one_iff
#print axioms ColemanOccupationBound.singlet_saturates
```

```
'ColemanOccupationBound.coleman_bound' depends on axioms: [propext, Classical.choice, Quot.sound]
'ColemanOccupationBound.occupation_eq_one_iff' depends on axioms: [propext, Classical.choice, Quot.sound]
'ColemanOccupationBound.singlet_saturates' depends on axioms: [propext, Classical.choice, Quot.sound]
```
